# Every positive semidefinite matrix of trace N is a pure-state one-matrix of N ≥ 2 bosons in finitely many orbitals

Two bosons in the state c₀|00⟩ + c₁|11⟩, with orthonormal orbitals 0 and 1 and |c₀|² + |c₁|² = 1, have the one-matrix diag(2|c₀|², 2|c₁|²), because each cross term contains the overlap of the second particle's two orbitals, which is zero. The same mechanism works for any particle number N ≥ 2 and any finite set of orbitals.

In Lean 4 with Mathlib:

```lean
import Mathlib

open Matrix
open scoped ComplexOrder

namespace BosonicOneMatrix

variable {ι κ : Type*} [Fintype ι] [Fintype κ]

/-- A wavefunction of `N` particles is bosonic if it is unchanged by every permutation of the
particles. -/
def IsBosonic {N : ℕ} (ψ : (Fin N → ι) → ℂ) : Prop :=
  ∀ (σ : Equiv.Perm (Fin N)) (x : Fin N → ι), ψ (x ∘ σ) = ψ x

/-- The one-particle density matrix of a wavefunction of `n + 1` particles: all particles but the
first are summed over, and the result is multiplied by the particle number. -/
def oneMatrix {n : ℕ} (ψ : (Fin (n + 1) → ι) → ℂ) : Matrix ι ι ℂ :=
  Matrix.of fun i k =>
    ((n : ℂ) + 1) * ∑ r : Fin n → ι, ψ (vecCons i r) * star (ψ (vecCons k r))

/-- The superposition, with amplitudes `c a`, of condensates in which all `N` particles occupy
the same orbital `φ a`. -/
def condensates {N : ℕ} (c : κ → ℂ) (φ : κ → ι → ℂ) (x : Fin N → ι) : ℂ :=
  ∑ a, c a * ∏ j, φ a (x j)

/-- The one-matrix of any wavefunction is positive semidefinite. -/
theorem oneMatrix_posSemidef {n : ℕ} (ψ : (Fin (n + 1) → ι) → ℂ) :
    (oneMatrix ψ).PosSemidef := by
  let A : Matrix ι (Fin n → ι) ℂ := Matrix.of fun i r => ψ (vecCons i r)
  have hA : oneMatrix ψ = ((n : ℂ) + 1) • (A * Aᴴ) := by
    ext i k
    simp [oneMatrix, A, Matrix.mul_apply]
  have hn : (0 : ℂ) ≤ (n : ℂ) + 1 := by
    rw [Complex.le_def]
    constructor <;> simp
    positivity
  rw [hA]
  exact (Matrix.posSemidef_self_mul_conjTranspose A).smul hn

/-- The trace of the one-matrix is the particle number times the squared norm of the
wavefunction. -/
theorem oneMatrix_trace {n : ℕ} (ψ : (Fin (n + 1) → ι) → ℂ) :
    (oneMatrix ψ).trace = ((n : ℂ) + 1) * ((∑ x, ‖ψ x‖ ^ 2 : ℝ) : ℂ) := by
  -- split a configuration into the first particle and the rest
  have hsplit : ∑ x, ‖ψ x‖ ^ 2 = ∑ i, ∑ r : Fin n → ι, ‖ψ (vecCons i r)‖ ^ 2 := by
    rw [← (Fin.consEquiv (fun _ : Fin (n + 1) => ι)).sum_comp, Fintype.sum_prod_type]
    rfl
  rw [hsplit]
  simp only [Matrix.trace, Matrix.diag_apply, oneMatrix, Matrix.of_apply, Complex.ofReal_sum,
    Finset.mul_sum]
  refine Finset.sum_congr rfl fun i _ => Finset.sum_congr rfl fun r _ => ?_
  rw [Complex.star_def, Complex.mul_conj, Complex.normSq_eq_norm_sq]

/-- The overlap of two condensates of `n` particles is the `n`-th power of the overlap of their
orbitals. -/
theorem condensate_overlap (n : ℕ) (u v : ι → ℂ) :
    ∑ r : Fin n → ι, (∏ j, u (r j)) * star (∏ j, v (r j)) = (∑ i, u i * star (v i)) ^ n := by
  simp only [star_prod, ← Finset.prod_mul_distrib, Fintype.sum_pow]

omit [Fintype ι] in
/-- A superposition of condensates is a bosonic wavefunction. -/
theorem condensates_isBosonic {N : ℕ} (c : κ → ℂ) (φ : κ → ι → ℂ) :
    IsBosonic (condensates (N := N) c φ) := by
  intro σ x
  refine Finset.sum_congr rfl fun a _ => ?_
  exact congrArg (c a * ·) (Equiv.prod_comp σ (fun j => φ a (x j)))

/-- For at least two particles, the one-matrix of a superposition of condensates in orthonormal
orbitals is diagonal in these orbitals, with occupations `(n + 1) |c a|²`. -/
theorem oneMatrix_condensates [DecidableEq κ] {n : ℕ} (hn : n ≠ 0) (c : κ → ℂ) (φ : κ → ι → ℂ)
    (hφ : ∀ a b, ∑ i, φ a i * star (φ b i) = if a = b then 1 else 0) (i k : ι) :
    oneMatrix (condensates (N := n + 1) c φ) i k =
      ((n : ℂ) + 1) * ∑ a, c a * star (c a) * φ a i * star (φ a k) := by
  have h : ∑ r : Fin n → ι, condensates c φ (vecCons i r) * star (condensates c φ (vecCons k r))
      = ∑ a, ∑ b, c a * φ a i * star (c b * φ b k) *
          ∑ r : Fin n → ι, (∏ j, φ a (r j)) * star (∏ j, φ b (r j)) := by
    simp only [condensates, Fin.prod_univ_succ, Matrix.cons_val_zero, Matrix.cons_val_succ,
      star_sum, Finset.sum_mul_sum]
    rw [Finset.sum_comm]
    refine Finset.sum_congr rfl fun a _ => ?_
    rw [Finset.sum_comm]
    refine Finset.sum_congr rfl fun b _ => ?_
    rw [Finset.mul_sum]
    refine Finset.sum_congr rfl fun r _ => ?_
    simp only [star_mul']
    ring
  -- the spectator particles remove the cross terms
  simp only [condensate_overlap, hφ, ite_pow, one_pow, zero_pow hn, mul_ite, mul_one, mul_zero,
    Finset.sum_ite_eq, Finset.mem_univ, if_true] at h
  rw [oneMatrix, Matrix.of_apply, h]
  congr 1
  refine Finset.sum_congr rfl fun a _ => ?_
  rw [star_mul']
  ring

/-- A positive semidefinite matrix has orthonormal natural orbitals `φ a` with non-negative
occupations `p a`. -/
theorem exists_natural_orbitals [DecidableEq ι] {g : Matrix ι ι ℂ} (hg : g.PosSemidef) :
    ∃ (p : ι → ℝ) (φ : ι → ι → ℂ), (∀ a, 0 ≤ p a) ∧
      (∀ a b, ∑ i, φ a i * star (φ b i) = if a = b then 1 else 0) ∧
      ∀ i k, g i k = ∑ a, (p a : ℂ) * φ a i * star (φ a k) := by
  let v := hg.isHermitian.eigenvectorBasis
  let W : Matrix ι ι ℂ := fun a i => (v a).ofLp i
  have hO : ∀ a b, ∑ i, W a i * star (W b i) = if a = b then 1 else 0 := by
    intro a b
    have h := orthonormal_iff_ite.mp v.orthonormal b a
    simp only [PiLp.inner_apply, RCLike.inner_apply] at h
    rcases eq_or_ne a b with rfl | hab
    · rw [if_pos rfl] at h ⊢
      exact h
    · rw [if_neg hab.symm] at h
      rw [if_neg hab]
      exact h
  -- orthonormality of a full set of orbitals gives completeness
  have hW : W * Wᴴ = 1 := by
    ext a b
    rw [Matrix.mul_apply, Matrix.one_apply]
    exact hO a b
  have hW' : Wᴴ * W = 1 := mul_eq_one_comm.mp hW
  have hcol : ∀ a i, ∑ j, g i j * W a j = (hg.isHermitian.eigenvalues a : ℂ) * W a i := by
    intro a i
    have h := congrFun (hg.isHermitian.mulVec_eigenvectorBasis a) i
    rw [Pi.smul_apply, Complex.real_smul] at h
    exact h
  refine ⟨hg.isHermitian.eigenvalues, W, hg.eigenvalues_nonneg, hO, fun i k => ?_⟩
  calc g i k = ∑ j, g i j * (1 : Matrix ι ι ℂ) k j := by simp [Matrix.one_apply]
    _ = ∑ j, g i j * ∑ a, star (W a k) * W a j := by
        rw [← hW']
        simp only [Matrix.mul_apply, Matrix.conjTranspose_apply]
    _ = ∑ a, (∑ j, g i j * W a j) * star (W a k) := by
        simp only [Finset.mul_sum, Finset.sum_mul]
        rw [Finset.sum_comm]
        exact Finset.sum_congr rfl fun a _ => Finset.sum_congr rfl fun j _ => by ring
    _ = _ := Finset.sum_congr rfl fun a _ => by rw [hcol a i]

/-- For `n + 1 ≥ 2` bosons, a matrix is the one-matrix of a normalised pure state if and only if
it is positive semidefinite with trace `n + 1`. -/
theorem pure_representable_iff [DecidableEq ι] {n : ℕ} (hn : n ≠ 0) (g : Matrix ι ι ℂ) :
    (∃ ψ : (Fin (n + 1) → ι) → ℂ, IsBosonic ψ ∧ ∑ x, ‖ψ x‖ ^ 2 = 1 ∧ oneMatrix ψ = g) ↔
      g.PosSemidef ∧ g.trace = (n : ℂ) + 1 := by
  constructor
  · rintro ⟨ψ, -, hψ, rfl⟩
    refine ⟨oneMatrix_posSemidef ψ, ?_⟩
    rw [oneMatrix_trace, hψ, Complex.ofReal_one, mul_one]
  · rintro ⟨hg, ht⟩
    obtain ⟨p, φ, hp, hφ, hgs⟩ := exists_natural_orbitals hg
    -- amplitudes are square roots of the occupations per particle
    have hc : ∀ a, ∃ z : ℂ, ((n : ℂ) + 1) * (z * star z) = (p a : ℂ) := by
      intro a
      have h : ((n : ℝ) + 1) * (√(p a / (n + 1)) * √(p a / (n + 1))) = p a := by
        rw [Real.mul_self_sqrt (div_nonneg (hp a) (by positivity))]
        field_simp
      refine ⟨((√(p a / (n + 1)) : ℝ) : ℂ), ?_⟩
      rw [Complex.star_def, Complex.conj_ofReal]
      exact_mod_cast h
    choose c hc using hc
    have hM : oneMatrix (condensates (N := n + 1) c φ) = g := by
      ext i k
      rw [oneMatrix_condensates hn c φ hφ, hgs, Finset.mul_sum]
      refine Finset.sum_congr rfl fun a _ => ?_
      linear_combination φ a i * star (φ a k) * hc a
    refine ⟨condensates c φ, condensates_isBosonic c φ, ?_, hM⟩
    -- the trace condition fixes the norm
    have h := oneMatrix_trace (condensates (N := n + 1) c φ)
    rw [hM, ht] at h
    have h1 := mul_left_cancel₀ (Nat.cast_add_one_ne_zero n) (h.symm.trans (mul_one _).symm)
    exact_mod_cast h1

/-- For a single particle the characterisation fails: half the identity on two orbitals is positive
semidefinite with trace one, but is not the one-matrix of any wavefunction. -/
theorem single_particle_counterexample :
    ((1 / 2 : ℂ) • (1 : Matrix (Fin 2) (Fin 2) ℂ)).PosSemidef ∧
      ((1 / 2 : ℂ) • (1 : Matrix (Fin 2) (Fin 2) ℂ)).trace = 1 ∧
      ¬ ∃ ψ : (Fin (0 + 1) → Fin 2) → ℂ, oneMatrix ψ = (1 / 2 : ℂ) • 1 := by
  refine ⟨Matrix.PosSemidef.one.smul ?_, ?_, ?_⟩
  · rw [Complex.le_def]
    norm_num
  · simp
  · rintro ⟨ψ, hψ⟩
    have h : ∀ i k, oneMatrix ψ i k = ψ ![i] * star (ψ ![k]) := by
      intro i k
      rw [oneMatrix, Matrix.of_apply, Fintype.sum_subsingleton _ ![]]
      simp
    have h00 : ψ ![0] * star (ψ ![0]) = 1 / 2 := by rw [← h, hψ]; simp
    have h11 : ψ ![1] * star (ψ ![1]) = 1 / 2 := by rw [← h, hψ]; simp
    have h01 : ψ ![0] * star (ψ ![1]) = 0 := by rw [← h, hψ]; simp
    -- on two orbitals, a one-particle one-matrix has vanishing determinant
    have h4 : (1 / 4 : ℂ) = 0 := by
      linear_combination (-(ψ ![1] * star (ψ ![1]))) * h00 - (1 / 2) * h11 +
        ψ ![1] * star (ψ ![0]) * h01
    norm_num at h4

end BosonicOneMatrix
```

```lean
#print axioms BosonicOneMatrix.pure_representable_iff
-- 'BosonicOneMatrix.pure_representable_iff' depends on axioms: [propext, Classical.choice, Quot.sound]
#print axioms BosonicOneMatrix.single_particle_counterexample
-- 'BosonicOneMatrix.single_particle_counterexample' depends on axioms: [propext, Classical.choice, Quot.sound]
```

The main theorem, `pure_representable_iff`, says that a complex matrix g is the one-matrix of some normalised, permutation-symmetric wavefunction of N = n + 1 bosons if and only if g is positive semidefinite with trace N. The hypothesis `n ≠ 0` means that there are at least two particles.

The finite type `ι` labels an orthonormal set of orbitals, and ψ(x) is the amplitude for particle j to be in orbital x_j. The norm is a sum over all ordered configurations x, not over occupation numbers. `IsBosonic` demands that ψ be unchanged by every permutation of the particles. With a bar for complex conjugation and r for the orbitals of the other n particles, `oneMatrix` is

γ(i,k) = N Σ_r ψ(i,r) ψ̄(k,r).

For a normalised bosonic state this is ⟨a†_k a_i⟩ in second quantisation, so the trace is N and the eigenvalues are the mean occupation numbers of the natural orbitals, the eigenvectors of γ. For a fixed number N ≥ 2 of bosons in a finite orbital basis, a variational search over pure-state one-matrices therefore needs no constraints except positivity and trace. The theorem concerns the existence of a state; it does not make that state the ground state of a given Hamiltonian.

Necessity is the short direction. For any vector v,

Σ_i Σ_k v̄_i γ(i,k) v_k = N Σ_r |Σ_i v̄_i ψ(i,r)|² ≥ 0.

`oneMatrix_posSemidef` expresses this by writing γ as N A Aᴴ with A(i,r) = ψ(i,r). Setting k = i and summing gives

tr γ = N Σ_i Σ_r |ψ(i,r)|² = N Σ_x |ψ(x)|²,

which is `oneMatrix_trace`. For a normalised state the trace is N.

For the converse, start from g and diagonalise it. `exists_natural_orbitals` takes orthonormal eigenvectors φ_a with eigenvalues p_a ≥ 0 and puts them in the rows of a square matrix W. Orthonormality is W Wᴴ = 1, hence also Wᴴ W = 1, which is completeness:

Σ_a φ̄_a(k) φ_a(j) = δ_kj.

Inserting this into g(i,k) = Σ_j g(i,j) δ_kj and using the eigenvalue equation gives

g(i,k) = Σ_a p_a φ_a(i) φ̄_a(k).

Now superpose condensates, one for each natural orbital:

ψ(x) = Σ_a c_a Π_j φ_a(x_j), c_a = √(p_a/N).

A permutation of the particles only reorders the factors of each product, so ψ is bosonic (`condensates_isBosonic`). Its one-matrix is

γ(i,k) = N Σ_a Σ_b c_a c̄_b φ_a(i) φ̄_b(k) S_ab,

where S_ab is the overlap of the n remaining particles. The sum over r factorises, as `condensate_overlap` states:

S_ab = Σ_r Π_j φ_a(r_j) φ̄_b(r_j) = (Σ_i φ_a(i) φ̄_b(i))ⁿ = (δ_ab)ⁿ.

For n ≥ 1 this is δ_ab. In `oneMatrix_condensates` the step is `zero_pow hn`, the place where the proof uses the second particle. Only the terms with a = b survive:

γ(i,k) = N Σ_a |c_a|² φ_a(i) φ̄_a(k) = Σ_a p_a φ_a(i) φ̄_a(k) = g(i,k).

The norm needs no separate calculation. By the trace formula N Σ_x |ψ(x)|² = tr g = N, and cancelling N leaves a normalised state. The main proof follows this order: `choose c hc` selects the amplitudes, `hM` identifies the one-matrix with g, and `oneMatrix_trace` supplies the norm.

With a single particle there is no spectator, (δ_ab)⁰ = 1, and the cross terms stay. The one-matrix is then γ(i,k) = ψ(i) ψ̄(k), which on two orbitals has determinant zero. Half the identity is positive semidefinite with trace one, but its determinant is 1/4, so no one-particle wavefunction produces it. `single_particle_counterexample` proves this by combining the matrix entries into the contradiction 1/4 = 0. With two bosons the obstruction is gone: (|00⟩ + |11⟩)/√2 has the full identity as its one-matrix, with one particle per orbital on average.
